# A blockaded level with two spin states: current, Fano factor and contact asymmetry

## Two bias directions, two currents

Suppose the current through a quantum-dot level is fitted with the spinless formula $ab/(a+b)$, where $a$ is the filling rate and $b$ the emptying rate. Exchanging $a$ and $b$ leaves this formula unchanged, so it predicts equal currents for both bias directions. If the level has two spin states and Coulomb repulsion forbids double occupation, that prediction fails whenever $a\neq b$, with $a$ and $b$ now the rates for each spin state.

The reason is a count of channels. An electron can enter an empty level in either spin state, but an occupied level holds only one electron that can leave. The rates are taken as constant, which stands for weak tunnelling with the energy for adding the first electron well inside the bias window and that for adding a second well above it. Electrons then enter from one contact and leave into the other. Reversing the bias then exchanges $a$ and $b$, provided that these conditions hold in both directions and the tunnel coupling to each contact stays the same.

## From spin states to two states

Let the level have $g$ spin states, each filled at rate $a$ and emptied at rate $b$. Weight every emptying jump by $e^x$, where $x$ is a real counting field. With $p_0$ the weight of the empty level, $p_i$ that of spin state $i$, and $P=\sum_i p_i$, summing over spin gives

$$\dot p_0=-ga\,p_0+be^xP,\qquad \dot P=ga\,p_0-bP .$$

Only the total filling rate $k=ga$ enters. An eigenvalue $\mu$ of this two-state system satisfies $(\mu+k)(\mu+b)=kbe^x$, or equivalently

$$(2\mu+k+b)^2=D(x),\qquad D(x)=(k-b)^2+4kbe^x>0 .$$

The larger eigenvalue is therefore $s(x)=\tfrac12\left(-(k+b)+\sqrt{D(x)}\right)$.

## Current and noise

Since $D'=4kbe^x$,

$$s'=\frac{kbe^x}{\sqrt D},\qquad s''=\frac{kbe^x}{\sqrt D}-\frac{2k^2b^2e^{2x}}{D^{3/2}} .$$

The mean current is $s'(0)$ and the zero-frequency noise is $s''(0)$. At $x=0$, $\sqrt D=k+b$, so

$$s'(0)=\frac{kb}{k+b},\qquad s''(0)=\frac{kb(k^2+b^2)}{(k+b)^3},\qquad F=\frac{s''(0)}{s'(0)}=\frac{k^2+b^2}{(k+b)^2}.$$

The Fano factor $F$ obeys $F-\tfrac12=(k-b)^2/[2(k+b)^2]\ge0$, with equality exactly when $k=b$. For two spin states, $k=2a$ gives

$$s'(0)=\frac{2ab}{2a+b},\qquad F=\frac{4a^2+b^2}{(2a+b)^2}.$$

## Exchanging the contacts

The currents before and after the exchange are $gab/(ga+b)$ and $gab/(gb+a)$. They agree exactly when $ga+b=gb+a$, that is, when $(g-1)(a-b)=0$. For $g=2$ this leaves only $a=b$.

These formulas give reference values for master-equation solvers, for a single blockaded level with constant rates and no coherences.

## What the Lean statements say

`spinGenerator` acts on `Option (Fin g)`: `none` is the empty level and `some i` is spin state $i$. `countingGenerator k b x` is the two-state matrix, ordered empty then occupied and acting on column vectors. Its `k` is the total filling rate, not the rate per spin.

`scgf k b x` is $s(x)$, defined as the supremum of the real eigenvalues of the two-state matrix. Current is counted in electrons per unit time, and noise is $s''(0)$ without a conventional factor of 2. The final theorem, `spinful_level_statistics`, assumes only `0 < a` and `0 < b`.

The Lean code does not prove that $s(x)$ is the long-time exponential growth rate of $\langle e^{xN}\rangle$, where $N$ is the number of emptying jumps. This follows mathematically from the weighted rate equations for positive rates. The physical assumptions are the constant-rate model itself and the reading of bias reversal as an exchange of $a$ and $b$.

```lean
import Mathlib

open Matrix

namespace BlockadedLevelCounting

noncomputable section

/-- Generator for a blockaded level with `g` spin states: each fills at rate `a` and empties
at rate `b`, and every emptying jump carries the counting weight `exp x`.
The state `none` is the empty level. -/
def spinGenerator (g : ℕ) (a b x : ℝ) : Matrix (Option (Fin g)) (Option (Fin g)) ℝ :=
  Matrix.of fun i j => match i, j with
    | none, none => -(g * a)
    | none, some _ => b * Real.exp x
    | some _, none => a
    | some i, some j => if i = j then -b else 0

/-- Two-state generator (empty, occupied) with total filling rate `k`, emptying rate `b`
and counting weight `exp x` on the emptying jumps. -/
def countingGenerator (k b x : ℝ) : Matrix (Fin 2) (Fin 2) ℝ :=
  !![-k, b * Real.exp x; k, -b]

/-- The set of real eigenvalues of the two-state counting generator. -/
def eigenvalues (k b x : ℝ) : Set ℝ :=
  {μ | ∃ v : Fin 2 → ℝ, v ≠ 0 ∧ countingGenerator k b x *ᵥ v = μ • v}

/-- The scaled cumulant generating function `s(x)`: the largest real eigenvalue of the
counting generator, for positive rates `k` and `b`. -/
def scgf (k b x : ℝ) : ℝ := sSup (eigenvalues k b x)

/-- Discriminant of the characteristic polynomial of the counting generator. -/
def disc (k b x : ℝ) : ℝ := (k - b) ^ 2 + 4 * k * b * Real.exp x

/-- Summing the spin-resolved equations over the spin states gives the two-state generator
with total filling rate `g * a`. -/
theorem spin_sum_reduction (g : ℕ) (a b x : ℝ) (p : Option (Fin g) → ℝ) :
    (spinGenerator g a b x *ᵥ p) none =
        (countingGenerator (g * a) b x *ᵥ ![p none, ∑ i, p (some i)]) 0 ∧
      ∑ i, (spinGenerator g a b x *ᵥ p) (some i) =
        (countingGenerator (g * a) b x *ᵥ ![p none, ∑ i, p (some i)]) 1 := by
  constructor
  · simp [spinGenerator, countingGenerator, Matrix.mulVec, dotProduct, Fintype.sum_option,
      Fin.sum_univ_two, Finset.mul_sum]
  · simp [spinGenerator, countingGenerator, Matrix.mulVec, dotProduct, Fintype.sum_option,
      Fin.sum_univ_two, Finset.mul_sum, Finset.sum_add_distrib]
    ring

theorem disc_pos {k b : ℝ} (hk : 0 < k) (hb : 0 < b) (x : ℝ) : 0 < disc k b x := by
  unfold disc
  positivity

/-- For positive rates the counting generator has a largest real eigenvalue, given by the
upper root of its characteristic equation. -/
theorem isGreatest_eigenvalue {k b : ℝ} (hk : 0 < k) (hb : 0 < b) (x : ℝ) :
    IsGreatest (eigenvalues k b x) ((-(k + b) + √(disc k b x)) / 2) := by
  constructor
  · -- the upper root has the eigenvector (μ + b, k)
    have hs := Real.sq_sqrt (disc_pos hk hb x).le
    set r := √(disc k b x) with hr
    unfold disc at hs
    refine ⟨![(-(k + b) + r) / 2 + b, k], fun h => hk.ne' (congrFun h 1), ?_⟩
    ext i
    fin_cases i
    · simp [countingGenerator, Matrix.mulVec, dotProduct, Fin.sum_univ_two]
      linear_combination (-1 / 4) * hs
    · simp [countingGenerator, Matrix.mulVec, dotProduct, Fin.sum_univ_two]
      ring
  · rintro μ ⟨v, hv0, hv⟩
    have h0 : -k * v 0 + b * Real.exp x * v 1 = μ * v 0 := by
      simpa [countingGenerator, Matrix.mulVec, dotProduct, Fin.sum_univ_two]
        using congrFun hv 0
    have h1 : k * v 0 + -b * v 1 = μ * v 1 := by
      simpa [countingGenerator, Matrix.mulVec, dotProduct, Fin.sum_univ_two]
        using congrFun hv 1
    have hv1 : v 1 ≠ 0 := by
      intro h
      have h2 : k * v 0 = 0 := by rw [h] at h1; linarith
      have h3 : v 0 = 0 := (mul_eq_zero.mp h2).resolve_left hk.ne'
      apply hv0
      ext i
      fin_cases i
      · exact h3
      · exact h
    -- eliminating the empty-state amplitude leaves the characteristic equation
    have hc : (μ + k) * (μ + b) - k * b * Real.exp x = 0 := by
      apply (mul_eq_zero.mp _).resolve_right hv1
      linear_combination (-k) * h0 - (μ + k) * h1
    have hd : (2 * μ + k + b) ^ 2 ≤ disc k b x := by
      unfold disc
      apply le_of_eq
      linear_combination 4 * hc
    have := (le_abs_self _).trans (Real.abs_le_sqrt hd)
    linarith

theorem hasDerivAt_disc (k b x : ℝ) :
    HasDerivAt (disc k b) (4 * k * b * Real.exp x) x :=
  ((Real.hasDerivAt_exp x).const_mul (4 * k * b)).const_add ((k - b) ^ 2)

theorem sqrt_disc_zero {k b : ℝ} (hk : 0 < k) (hb : 0 < b) : √(disc k b 0) = k + b := by
  have h : disc k b 0 = (k + b) ^ 2 := by
    unfold disc
    rw [Real.exp_zero]
    ring
  rw [h, Real.sqrt_sq (by positivity)]

/-- The slope of the cumulant generating function at every counting field `x`, for positive
rates. -/
theorem hasDerivAt_scgf {k b : ℝ} (hk : 0 < k) (hb : 0 < b) (x : ℝ) :
    HasDerivAt (scgf k b) (k * b * Real.exp x / √(disc k b x)) x := by
  have hf : scgf k b = fun y => (-(k + b) + √(disc k b y)) / 2 :=
    funext fun y => (isGreatest_eigenvalue hk hb y).csSup_eq
  rw [hf]
  exact ((((hasDerivAt_disc k b x).sqrt (disc_pos hk hb x).ne').const_add
    (-(k + b))).div_const 2).congr_deriv (by ring)

/-- For positive rates, the mean current `s'(0)` is `k b / (k + b)` and the zero-frequency
noise `s''(0)` is `k b (k² + b²) / (k + b)³`. -/
theorem current_and_noise {k b : ℝ} (hk : 0 < k) (hb : 0 < b) :
    HasDerivAt (scgf k b) (k * b / (k + b)) 0 ∧
      HasDerivAt (deriv (scgf k b)) (k * b * (k ^ 2 + b ^ 2) / (k + b) ^ 3) 0 := by
  have hs := sqrt_disc_zero hk hb
  have hK : k + b ≠ 0 := by positivity
  constructor
  · exact (hasDerivAt_scgf hk hb 0).congr_deriv (by rw [hs, Real.exp_zero, mul_one])
  · have hf : deriv (scgf k b) = fun x => k * b * Real.exp x / √(disc k b x) :=
      funext fun x => (hasDerivAt_scgf hk hb x).deriv
    rw [hf]
    refine (((Real.hasDerivAt_exp 0).const_mul (k * b)).fun_div
      ((hasDerivAt_disc k b 0).sqrt (disc_pos hk hb 0).ne')
      (Real.sqrt_pos.2 (disc_pos hk hb 0)).ne').congr_deriv ?_
    simp only [hs, Real.exp_zero]
    field_simp
    ring

/-- For positive rates, the Fano factor `s''(0) / s'(0)` is `(k² + b²) / (k + b)²`. -/
theorem fano_factor {k b : ℝ} (hk : 0 < k) (hb : 0 < b) :
    deriv (deriv (scgf k b)) 0 / deriv (scgf k b) 0 = (k ^ 2 + b ^ 2) / (k + b) ^ 2 := by
  obtain ⟨h1, h2⟩ := current_and_noise hk hb
  have hK : k + b ≠ 0 := by positivity
  rw [h1.deriv, h2.deriv]
  field_simp

/-- For positive rates the Fano factor is at least one half, with equality exactly when the
total filling rate equals the emptying rate. -/
theorem fano_factor_bound {k b : ℝ} (hk : 0 < k) (hb : 0 < b) :
    1 / 2 ≤ deriv (deriv (scgf k b)) 0 / deriv (scgf k b) 0 ∧
      (deriv (deriv (scgf k b)) 0 / deriv (scgf k b) 0 = 1 / 2 ↔ k = b) := by
  have hK : k + b ≠ 0 := by positivity
  rw [fano_factor hk hb]
  constructor
  · rw [div_le_div_iff₀ (by norm_num) (by positivity)]
    nlinarith [sq_nonneg (k - b)]
  · rw [div_eq_div_iff (pow_ne_zero 2 hK) (by norm_num)]
    constructor
    · intro h
      have h2 : (k - b) ^ 2 = 0 := by linear_combination h
      exact sub_eq_zero.mp (pow_eq_zero_iff (two_ne_zero) |>.mp h2)
    · rintro rfl
      ring

/-- With `g ≥ 1` spin states and positive contact rates, exchanging the rates preserves the
current exactly when the level is non-degenerate or the contacts are equal. -/
theorem current_exchange_iff {g : ℕ} (hg : 0 < g) {a b : ℝ} (ha : 0 < a) (hb : 0 < b) :
    deriv (scgf (g * a) b) 0 = deriv (scgf (g * b) a) 0 ↔ g = 1 ∨ a = b := by
  have hg' : (0 : ℝ) < g := Nat.cast_pos.mpr hg
  rw [(current_and_noise (mul_pos hg' ha) hb).1.deriv,
    (current_and_noise (mul_pos hg' hb) ha).1.deriv,
    div_eq_div_iff (by positivity) (by positivity)]
  constructor
  · intro h
    -- the difference of the two currents factorises
    have h2 : (g * a * b) * (((g : ℝ) - 1) * (a - b)) = 0 := by linear_combination -h
    have h3 := (mul_eq_zero.mp h2).resolve_left (by positivity)
    rcases mul_eq_zero.mp h3 with h4 | h4
    · left
      exact_mod_cast sub_eq_zero.mp h4
    · exact Or.inr (sub_eq_zero.mp h4)
  · rintro (rfl | rfl)
    · push_cast
      ring
    · ring

/-- Spin-degenerate blockaded level with positive contact rates `a` and `b`: the current, the
Fano factor, and the fact that exchanging the rates preserves the current only for `a = b`. -/
theorem spinful_level_statistics {a b : ℝ} (ha : 0 < a) (hb : 0 < b) :
    HasDerivAt (scgf (2 * a) b) (2 * a * b / (2 * a + b)) 0 ∧
      deriv (deriv (scgf (2 * a) b)) 0 / deriv (scgf (2 * a) b) 0 =
        (4 * a ^ 2 + b ^ 2) / (2 * a + b) ^ 2 ∧
      (deriv (scgf (2 * a) b) 0 = deriv (scgf (2 * b) a) 0 ↔ a = b) := by
  have hk : 0 < 2 * a := by positivity
  refine ⟨(current_and_noise hk hb).1, ?_, ?_⟩
  · rw [fano_factor hk hb]
    ring
  · simpa using current_exchange_iff (g := 2) (by norm_num) ha hb

end

end BlockadedLevelCounting
```

```lean
#print axioms BlockadedLevelCounting.spin_sum_reduction
-- 'BlockadedLevelCounting.spin_sum_reduction' depends on axioms: [propext, Classical.choice, Quot.sound]
#print axioms BlockadedLevelCounting.fano_factor_bound
-- 'BlockadedLevelCounting.fano_factor_bound' depends on axioms: [propext, Classical.choice, Quot.sound]
#print axioms BlockadedLevelCounting.spinful_level_statistics
-- 'BlockadedLevelCounting.spinful_level_statistics' depends on axioms: [propext, Classical.choice, Quot.sound]
```

## How the proof is built

`spin_sum_reduction` expands both matrix products and collects the sum over spin.

`isGreatest_eigenvalue` has two halves. The first exhibits the eigenvector $(\mu+b,k)$ for the upper root; at $x=0$, normalising its sum to one gives the stationary probabilities $b/(k+b)$ and $k/(k+b)$. The second takes any real eigenvalue, shows that the occupied component is nonzero, and eliminates the empty one. This gives the characteristic equation `hc`, and `Real.abs_le_sqrt` then bounds the eigenvalue by the upper root.

`hasDerivAt_scgf` replaces the supremum by this closed form and differentiates the square root, which `disc_pos` permits. `current_and_noise` inserts $\sqrt{D(0)}=k+b$ from `sqrt_disc_zero` and obtains the second derivative by the quotient rule.

`fano_factor` divides the two results, and `fano_factor_bound` reduces the inequality to $(k-b)^2\ge0$. `current_exchange_iff` cross-multiplies the two currents and factors their difference, as above. The final theorem sets $k=2a$ and $g=2$.
